# One particle with real amplitudes, shared equally by two sites of a triangle with hopping +1, has minimum energy −1

One particle lives on a triangle whose hopping matrix has zero diagonal and every off-diagonal entry +1. The declaration `real_pair` fixes a site `k` and the density that is 0 there and 1/2 on each of the other two sites, so the state is normalised. It states that among real amplitude vectors ψ with this density, the least value of ⟨ψ, Tψ⟩ is −1, and that it is attained. The attempt writes the energy as the square of the summed amplitudes minus the total density, which gives the lower bound −1 once the density is known to sum to one. Amplitudes of equal size and opposite sign on the two occupied sites make the sum vanish and reach the bound.

The failing Lean file:

```lean
import Mathlib

open Matrix

namespace RealPair

noncomputable section

/-- The hopping matrix of the triangle: off-diagonal entries `+1`, zero diagonal. -/
def hopping (𝕜 : Type*) [RCLike 𝕜] : Matrix (Fin 3) (Fin 3) 𝕜 :=
  !![0, 1, 1; 1, 0, 1; 1, 1, 0]

/-- The energy `⟨ψ, T ψ⟩` of one particle with amplitudes `ψ` on the triangle. -/
def energy {𝕜 : Type*} [RCLike 𝕜] (ψ : Fin 3 → 𝕜) : ℝ :=
  RCLike.re (star ψ ⬝ᵥ (hopping 𝕜 *ᵥ ψ))

/-- The energies of all amplitude vectors over `𝕜` (real or complex) with site density `ρ`. -/
def searchValues (𝕜 : Type*) [RCLike 𝕜] (ρ : Fin 3 → ℝ) : Set ℝ :=
  {E | ∃ ψ : Fin 3 → 𝕜, (∀ i, ‖ψ i‖ ^ 2 = ρ i) ∧ energy ψ = E}

/-- The density with site `k` empty and `1/2` on each of the other two sites. -/
def pairDensity (k : Fin 3) : Fin 3 → ℝ := fun i => if i = k then 0 else 1 / 2

/-- The energy is the squared modulus of the summed amplitudes minus the squared norm. -/
theorem energy_eq {𝕜 : Type*} [RCLike 𝕜] (ψ : Fin 3 → 𝕜) :
    energy ψ = ‖∑ i, ψ i‖ ^ 2 - ∑ i, ‖ψ i‖ ^ 2 := by
  have h : ∀ z : 𝕜, ‖z‖ ^ 2 = RCLike.re z * RCLike.re z + RCLike.im z * RCLike.im z :=
    fun z => by rw [← RCLike.normSq_eq_def', RCLike.normSq_apply]
  simp only [h]
  simp [energy, hopping, dotProduct, Matrix.mulVec, Fin.sum_univ_three, RCLike.mul_re]
  ring

/-- At a density of total weight one, every energy in the search is at least `-1`. -/
theorem neg_one_le {𝕜 : Type*} [RCLike 𝕜] {ρ : Fin 3 → ℝ} (h1 : ∑ i, ρ i = 1) :
    -1 ∈ lowerBounds (searchValues 𝕜 ρ) := by
  rintro E ⟨ψ, hψ, rfl⟩
  rw [energy_eq, Finset.sum_congr rfl (fun i _ => hψ i), h1]
  linarith [sq_nonneg ‖∑ i, ψ i‖]

/-- Each pair density is nonnegative and has total weight one. -/
theorem pairDensity_mem (k : Fin 3) : pairDensity k ∈ stdSimplex ℝ (Fin 3) := by
  constructor
  · intro i
    unfold pairDensity
    split_ifs <;> norm_num
  · have h : ∀ i, pairDensity k i = 1 / 2 - if i = k then 1 / 2 else 0 := by
      intro i
      unfold pairDensity
      split_ifs <;> norm_num
    simp only [h, Finset.sum_sub_distrib, Finset.sum_ite_eq', Finset.mem_univ, if_true]
    norm_num [Fin.sum_univ_three]

/-- Over real amplitudes the minimum energy is `-1` at each normalised density shared equally by two
sites. -/
theorem real_pair (k : Fin 3) : IsLeast (searchValues ℝ (pairDensity k)) (-1) := by
  have h1 : ∑ i, pairDensity k i = 1 := by
    fin_cases k <;> norm_num [pairDensity, Fin.sum_univ_three]
  obtain ⟨s, hs⟩ : ∃ s : ℝ, s ^ 2 = 1 / 2 :=
    ⟨√(1 / 2), Real.sq_sqrt (by norm_num)⟩
  -- opposite signs on the two occupied sites
  have key : ∃ ψ : Fin 3 → ℝ, (∀ i, ‖ψ i‖ ^ 2 = pairDensity k i) ∧ ∑ i, ψ i = 0 := by
    fin_cases k
    · refine ⟨![0, s, -s], fun i => ?_, by simp [Fin.sum_univ_three]⟩
      fin_cases i <;> simp [pairDensity, hs]
    · refine ⟨![s, 0, -s], fun i => ?_, by simp [Fin.sum_univ_three]⟩
      fin_cases i <;> simp [pairDensity, hs]
    · refine ⟨![s, -s, 0], fun i => ?_, by simp [Fin.sum_univ_three]⟩
      fin_cases i <;> simp [pairDensity, hs]
  obtain ⟨ψ, hψ, h0⟩ := key
  refine ⟨⟨ψ, hψ, ?_⟩, neg_one_le h1⟩
  rw [energy_eq, Finset.sum_congr rfl (fun i _ => hψ i), h1, h0]
  norm_num

end

end RealPair
```

The error:

```
Main.lean:56:40: error: unsolved goals
case «0»
⊢ (1 / 2 + if 2 = 0 then 0 else 1 / 2) = 1

case «1»
⊢ (1 / 2 + if 2 = 1 then 0 else 1 / 2) = 1

case «2»
⊢ 2 = ⟨2, ⋯⟩
```

Cause. The error lies in `h1`, the claim that the density sums to one. The attempt splits on `k` with `fin_cases` and has `norm_num` expand the sum over the three sites. In each case a comparison involving site 2 is left undecided. For `k` equal to 0 or 1, the term `if 2 = 0 …` or `if 2 = 1 …` stays unevaluated; for the last site, the goal shrinks to `2 = ⟨2, ⋯⟩`, two ways of writing the same element of `Fin 3`. All three goals are true, but `norm_num` does not close them.

The repair drops the case split and takes `(pairDensity_mem k).2`. The earlier lemma `pairDensity_mem` places the density in `stdSimplex ℝ (Fin 3)`, and the second part of that membership is exactly the required sum. Its proof keeps `k` general and sums the `if` term with `Finset.sum_ite_eq'`, so these comparisons between particular sites never arise.

This version goes through:

```diff
@@ -54,6 +54,5 @@
 sites. -/
 theorem real_pair (k : Fin 3) : IsLeast (searchValues ℝ (pairDensity k)) (-1) := by
-  have h1 : ∑ i, pairDensity k i = 1 := by
-    fin_cases k <;> norm_num [pairDensity, Fin.sum_univ_three]
+  have h1 : ∑ i, pairDensity k i = 1 := (pairDensity_mem k).2
   obtain ⟨s, hs⟩ : ∃ s : ℝ, s ^ 2 = 1 / 2 :=
     ⟨√(1 / 2), Real.sq_sqrt (by norm_num)⟩
```
